# The Energy in Channel l with a Potential c/r² Is Bounded Below Exactly When c ≥ −(2l+1)²/8

## An electron drawn towards the nucleus

A semilocal effective core potential can act differently on different angular momenta l. Suppose that in one channel it behaves as c/r² with c negative. Squeezing the electron towards the nucleus lowers the potential energy but raises the kinetic energy, and both scale as the inverse square of the length. The value of c decides which one wins.

For a radial function u(r), equal to r times the radial part of the wavefunction, the energy in Hartree atomic units is

E(u) = ∫₀^∞ [u'²/2 + (l(l+1)/2 + c) u²/r²] dr.

## Trial functions and the threshold

`IsRadialTrial u` says that the real function u is continuously differentiable on r > 0 and vanishes there outside some interval (a, b) with 0 < a < b. `channelEnergy l c u` is E(u), and `totalProbability u` is P(u) = ∫₀^∞ u² dr.

`bounded_below_iff` states that, for natural l and real c, the energies of trial functions with P(u) = 1 have a common lower bound exactly when c ≥ −(2l+1)²/8. In that case `channelEnergy_nonneg` gives the bound 0. For l = 0 the threshold is −1/8.

The model is one electron in a pure c/r² potential. It contains no Coulomb term or other electrons, and the theorems do not address self-adjointness or the existence of a ground state.

## Completing the square

Since u vanishes near both ends, the integral of (u²/(2r))' is zero, so

∫ u u'/r dr = ∫ u²/(2r²) dr.

Expanding (u' − u/(2r))² and using this identity gives

∫ u'²/2 dr = ∫ [(u' − u/(2r))²/2 + u²/(8r²)] dr.

Because l(l+1)/2 + 1/8 = (2l+1)²/8,

E(u) = ∫ [(u' − u/(2r))²/2 + κ u²/r²] dr, κ = c + (2l+1)²/8.

For κ ≥ 0 the integrand is nonnegative.

## A negative energy, then collapse

For κ < 0 and L > 0, take v = √r · m², with m = max(L² − t², 0) and t = ln r. Then v' − v/(2r) = −4tm/√r, and with dr/r = dt,

E(v) = ∫₋L^L [8t²(L² − t²)² + κ(L² − t²)⁴] dt
= (128/105) L⁷ + κ (256/315) L⁹
= (128/315) L⁷ (3 + 2κL²).

At L² = −2/κ the last bracket is −1, so E(v) < 0.

Now let w(r) = A v(sr) with s > 0. Substituting x = sr gives E(w) = A²s E(v) and P(w) = (A²/s) P(v). Normalisation requires A² = s/P(v), hence

E(w) = s² E(v)/P(v),

which falls without limit as s grows.

## Checking a tabulated potential

Codes often read core potentials as sums of terms d r^(n−2) exp(−ζr²). Near the nucleus, c in channel l is the sum of the coefficients d with n = 0, taken from the local part and, if there is one, from the projector term for that l. An input check can compare this sum with −(2l+1)²/8. The theorem concerns the undamped potential, but the scaling argument suggests collapse below the threshold here too, since a 1/r term grows only as s under squeezing.

## The Lean file

```lean
import Mathlib

open MeasureTheory Set
open scoped Topology

namespace SemilocalInverseSquare

noncomputable section

/-- A radial trial function: continuously differentiable on `r > 0` and zero outside an
interval `(a, b)` with `0 < a < b`. -/
structure IsRadialTrial (u : ℝ → ℝ) : Prop where
  diff : ∀ r, 0 < r → DifferentiableAt ℝ u r
  cont : ContinuousOn (deriv u) (Ioi 0)
  supp : ∃ a b, 0 < a ∧ a < b ∧ ∀ r, 0 < r → r ∉ Ioo a b → u r = 0

/-- The radial energy in channel `l` with the semilocal potential `c / r ^ 2`. -/
def channelEnergy (l : ℕ) (c : ℝ) (u : ℝ → ℝ) : ℝ :=
  ∫ r in Ioi (0 : ℝ), ((deriv u r) ^ 2 / 2 + ((l : ℝ) * (l + 1) / 2 + c) * (u r) ^ 2 / r ^ 2)

/-- The total probability of a radial function, its squared L² norm on the half-line. -/
def totalProbability (u : ℝ → ℝ) : ℝ := ∫ r in Ioi (0 : ℝ), (u r) ^ 2

/-- The trial function `√r (L² - ln² r)²`, cut off to zero where `ln² r > L²`. -/
def logBump (L r : ℝ) : ℝ := Real.sqrt r * (max (L ^ 2 - Real.log r ^ 2) 0) ^ 2

/-- An integral over the half-line reduces to the interval outside which the integrand
vanishes. -/
lemma integral_halfline {a b : ℝ} (ha : 0 < a) (hab : a < b) (f : ℝ → ℝ)
    (h : ∀ r, 0 < r → r ∉ Icc a b → f r = 0) :
    ∫ r in Ioi (0 : ℝ), f r = ∫ r in a..b, f r := by
  rw [intervalIntegral.integral_of_le hab.le, ← integral_Icc_eq_integral_Ioc]
  exact setIntegral_eq_of_subset_of_forall_sdiff_eq_zero measurableSet_Ioi
    (fun x hx => lt_of_lt_of_le ha hx.1) (fun x hx => h x hx.1 hx.2)

/-- Completing the square: the channel energy of a radial trial function is the integral of `(u' -
u/(2r))²/2` plus `c + (2l+1)²/8` times `u²/r²`. -/
theorem channelEnergy_eq_square (l : ℕ) (c : ℝ) {u : ℝ → ℝ} (hu : IsRadialTrial u) :
    channelEnergy l c u = ∫ r in Ioi (0 : ℝ), ((deriv u r - u r / (2 * r)) ^ 2 / 2
      + (c + (2 * (l : ℝ) + 1) ^ 2 / 8) * (u r) ^ 2 / r ^ 2) := by
  obtain ⟨a, b, ha, hab, hz⟩ := hu.supp
  have hz1 : ∀ r, 0 < r → r ∉ Icc a b → u r = 0 :=
    fun r hr hn => hz r hr (fun h => hn (Ioo_subset_Icc_self h))
  have hz2 : ∀ r, 0 < r → r ∉ Icc a b → deriv u r = 0 := by
    intro r hr hn
    have he : u =ᶠ[𝓝 r] (fun _ => (0 : ℝ)) := by
      filter_upwards [Ioi_mem_nhds hr, isClosed_Icc.isOpen_compl.mem_nhds hn] with x h1 h2
      exact hz1 x h1 h2
    rw [he.deriv_eq, deriv_const]
  have hpos : ∀ r ∈ uIcc a b, 0 < r := by
    intro r hr
    rw [uIcc_of_le hab.le] at hr
    exact lt_of_lt_of_le ha hr.1
  have hc : ContinuousOn u (uIcc a b) :=
    fun r hr => (hu.diff r (hpos r hr)).continuousAt.continuousWithinAt
  have hd : ContinuousOn (deriv u) (uIcc a b) := hu.cont.mono hpos
  have h2 : ContinuousOn (fun r : ℝ => 2 * r) (uIcc a b) := by fun_prop
  have hr2 : ContinuousOn (fun r : ℝ => r ^ 2) (uIcc a b) := by fun_prop
  have n2 : ∀ r ∈ uIcc a b, 2 * r ≠ 0 := fun r hr => (mul_pos two_pos (hpos r hr)).ne'
  have nr2 : ∀ r ∈ uIcc a b, r ^ 2 ≠ 0 := fun r hr => (pow_pos (hpos r hr) 2).ne'
  have hq : ∀ k : ℝ, ContinuousOn (fun r => k * (u r) ^ 2 / r ^ 2) (uIcc a b) :=
    fun k => (continuousOn_const.mul (hc.pow 2)).div hr2 nr2
  -- the cross term is a total derivative, and u vanishes at both ends
  have hFTC : ∫ r in a..b, (u r * deriv u r / (2 * r) - 1 / 4 * (u r) ^ 2 / r ^ 2) = 0 := by
    rw [intervalIntegral.integral_eq_sub_of_hasDerivAt (f := fun r => u r * u r / (4 * r))]
    · simp [hz a ha (by simp), hz b (ha.trans hab) (by simp)]
    · intro r hr
      have hr0 : r ≠ 0 := (hpos r hr).ne'
      have h := (hu.diff r (hpos r hr)).hasDerivAt
      refine ((h.fun_mul h).fun_div ((hasDerivAt_id' r).const_mul 4)
        (mul_ne_zero four_ne_zero hr0)).congr_deriv ?_
      field_simp
      ring
    · exact (((hc.mul hd).div h2 n2).sub (hq (1 / 4))).intervalIntegrable
  unfold channelEnergy
  rw [integral_halfline ha hab _ (fun r hr hn => by simp [hz1 r hr hn, hz2 r hr hn]),
    integral_halfline ha hab _ (fun r hr hn => by simp [hz1 r hr hn, hz2 r hr hn]),
    ← sub_eq_zero, ← intervalIntegral.integral_sub, ← hFTC]
  · apply intervalIntegral.integral_congr
    intro r hr
    have hr0 : r ≠ 0 := (hpos r hr).ne'
    field_simp
    ring
  · exact (((hd.pow 2).div_const 2).add (hq _)).intervalIntegrable
  · exact ((((hd.sub (hc.div h2 n2)).pow 2).div_const 2).add (hq _)).intervalIntegrable

/-- For `c ≥ -(2l+1)²/8` every radial trial function has nonnegative channel energy. -/
theorem channelEnergy_nonneg (l : ℕ) {c : ℝ} (hc : -(2 * (l : ℝ) + 1) ^ 2 / 8 ≤ c)
    {u : ℝ → ℝ} (hu : IsRadialTrial u) : 0 ≤ channelEnergy l c u := by
  rw [channelEnergy_eq_square l c hu]
  have hk : 0 ≤ c + (2 * (l : ℝ) + 1) ^ 2 / 8 := by linarith
  exact setIntegral_nonneg measurableSet_Ioi (fun r _ => by positivity)

/-- For `s > 0`, rescaling a radial trial function `u(r)` to `A u(s r)` keeps it a trial function,
multiplies the energy by `A² s` and the total probability by `A² / s`. -/
theorem rescale (l : ℕ) (c A : ℝ) {s : ℝ} (hs : 0 < s) {u : ℝ → ℝ} (hu : IsRadialTrial u) :
    IsRadialTrial (fun r => A * u (s * r)) ∧
    channelEnergy l c (fun r => A * u (s * r)) = A ^ 2 * s * channelEnergy l c u ∧
    totalProbability (fun r => A * u (s * r)) = A ^ 2 / s * totalProbability u := by
  have hd : ∀ r, 0 < r →
      HasDerivAt (fun r => A * u (s * r)) (A * (s * deriv u (s * r))) r := by
    intro r hr
    have h := (hu.diff (s * r) (mul_pos hs hr)).hasDerivAt
    exact ((h.comp r ((hasDerivAt_id' r).const_mul s)).const_mul A).congr_deriv (by ring)
  refine ⟨⟨fun r hr => (hd r hr).differentiableAt, ?_, ?_⟩, ?_, ?_⟩
  · have h : ContinuousOn (fun r => deriv u (s * r)) (Ioi 0) :=
      hu.cont.comp (by fun_prop) (fun r hr => mul_pos hs hr)
    exact (continuousOn_const.mul (continuousOn_const.mul h)).congr
      (fun r hr => (hd r hr).deriv)
  · obtain ⟨a, b, ha, hab, hz⟩ := hu.supp
    refine ⟨a / s, b / s, div_pos ha hs, by gcongr, fun r hr hn => ?_⟩
    have h : u (s * r) = 0 := hz _ (mul_pos hs hr) (fun h => hn
      ⟨(div_lt_iff₀ hs).2 (by linarith [h.1, mul_comm s r]),
        (lt_div_iff₀ hs).2 (by linarith [h.2, mul_comm s r])⟩)
    simp [h]
  · have hi := integral_comp_mul_left_Ioi (fun r => (deriv u r) ^ 2 / 2
      + ((l : ℝ) * (l + 1) / 2 + c) * (u r) ^ 2 / r ^ 2) 0 hs
    rw [mul_zero, smul_eq_mul] at hi
    have he : channelEnergy l c (fun r => A * u (s * r)) = ∫ r in Ioi (0 : ℝ),
        A ^ 2 * s ^ 2 * ((deriv u (s * r)) ^ 2 / 2
          + ((l : ℝ) * (l + 1) / 2 + c) * (u (s * r)) ^ 2 / (s * r) ^ 2) := by
      refine setIntegral_congr_fun measurableSet_Ioi (fun r hr => ?_)
      have hr0 : r ≠ 0 := ne_of_gt hr
      simp only [(hd r hr).deriv]
      field_simp
    rw [he, integral_const_mul, hi, channelEnergy]
    field_simp
  · have hi := integral_comp_mul_left_Ioi (fun r => (u r) ^ 2) 0 hs
    rw [mul_zero, smul_eq_mul] at hi
    simp only [totalProbability, mul_pow]
    rw [integral_const_mul, hi]
    ring

/-- The square of the positive part of `x` has derivative twice the positive part. -/
lemma hasDerivAt_posPart_sq (x : ℝ) :
    HasDerivAt (fun y : ℝ => (max y 0) ^ 2) (2 * max x 0) x := by
  have hsq : HasDerivAt (fun y : ℝ => y ^ 2) (2 * x) x := by simpa using hasDerivAt_pow 2 x
  rcases lt_trichotomy x 0 with hx | rfl | hx
  · rw [max_eq_right hx.le, mul_zero]
    refine (hasDerivAt_const x (0 : ℝ)).congr_of_eventuallyEq ?_
    filter_upwards [Iio_mem_nhds hx] with y hy
    simp [max_eq_right (le_of_lt (show y < 0 from hy))]
  · rw [max_self]
    rw [mul_zero] at hsq ⊢
    have h1 : HasDerivWithinAt (fun y : ℝ => (max y 0) ^ 2) 0 (Iic 0) 0 :=
      (hasDerivAt_const (0 : ℝ) (0 : ℝ)).hasDerivWithinAt.congr
        (fun y hy => by simp [max_eq_right (show y ≤ 0 from hy)]) (by simp)
    have h2 : HasDerivWithinAt (fun y : ℝ => (max y 0) ^ 2) 0 (Ici 0) 0 :=
      hsq.hasDerivWithinAt.congr
        (fun y hy => by simp [max_eq_left (show 0 ≤ y from hy)]) (by simp)
    have h3 := h1.union h2
    rwa [Iic_union_Ici, hasDerivWithinAt_univ] at h3
  · rw [max_eq_left hx.le]
    refine hsq.congr_of_eventuallyEq ?_
    filter_upwards [Ioi_mem_nhds hx] with y hy
    simp [max_eq_left (le_of_lt (show 0 < y from hy))]

/-- The derivative of the logarithmic trial function at `r > 0`. -/
lemma hasDerivAt_logBump (L : ℝ) {r : ℝ} (hr : 0 < r) :
    HasDerivAt (logBump L) (logBump L r / (2 * r)
      - 4 * Real.log r * max (L ^ 2 - Real.log r ^ 2) 0 / Real.sqrt r) r := by
  have h3 : HasDerivAt (fun x => L ^ 2 - Real.log x ^ 2) (-(2 * Real.log r * r⁻¹)) r :=
    (((Real.hasDerivAt_log hr.ne').fun_pow 2).const_sub (L ^ 2)).congr_deriv (by simp)
  have h4 : HasDerivAt (fun x => (max (L ^ 2 - Real.log x ^ 2) 0) ^ 2)
      (2 * max (L ^ 2 - Real.log r ^ 2) 0 * (-(2 * Real.log r * r⁻¹))) r := by
    have h := (hasDerivAt_posPart_sq (L ^ 2 - Real.log r ^ 2)).comp r h3
    exact h
  refine ((Real.hasDerivAt_sqrt hr.ne').fun_mul h4).congr_deriv ?_
  have hs := Real.mul_self_sqrt hr.le
  have hs0 := (Real.sqrt_pos.2 hr).ne'
  simp only [logBump]
  clear h3 h4
  generalize max (L ^ 2 - Real.log r ^ 2) 0 = M
  generalize Real.log r = t
  generalize Real.sqrt r = s at hs hs0 ⊢
  subst hs
  field_simp
  ring

/-- For `L > 0` the cut-off factor vanishes at every `r > 0` outside the interval from `exp (-L)` to
`exp L`. -/
lemma cutoff_eq_zero {L r : ℝ} (hL : 0 < L) (hr : 0 < r)
    (hn : r ∉ Ioo (Real.exp (-L)) (Real.exp L)) : max (L ^ 2 - Real.log r ^ 2) 0 = 0 := by
  refine max_eq_right (not_lt.1 fun h => hn ?_)
  have h2 := abs_lt_of_sq_lt_sq' (by linarith : Real.log r ^ 2 < L ^ 2) hL.le
  exact ⟨(Real.lt_log_iff_exp_lt hr).1 h2.1, (Real.log_lt_iff_lt_exp hr).1 h2.2⟩

/-- The logarithmic trial function is an admissible radial trial function. -/
lemma isRadialTrial_logBump {L : ℝ} (hL : 0 < L) : IsRadialTrial (logBump L) := by
  refine ⟨fun r hr => (hasDerivAt_logBump L hr).differentiableAt, ?_,
    Real.exp (-L), Real.exp L, Real.exp_pos _, Real.exp_lt_exp.2 (by linarith),
    fun r hr hn => by simp [logBump, cutoff_eq_zero hL hr hn]⟩
  refine ContinuousOn.congr (fun r hr => ContinuousAt.continuousWithinAt ?_)
    (fun r hr => (hasDerivAt_logBump L hr).deriv)
  have hr' : 0 < r := hr
  have hl := Real.continuousAt_log hr'.ne'
  have h2 : ContinuousAt (fun r : ℝ => 2 * r) r := by fun_prop
  exact ((hasDerivAt_logBump L hr').continuousAt.div h2 (mul_pos two_pos hr').ne').sub
    (((continuousAt_const.mul hl).mul
      ((continuousAt_const.sub (hl.pow 2)).max continuousAt_const)).div
      Real.continuous_sqrt.continuousAt (Real.sqrt_pos.2 hr').ne')

/-- The exact channel energy of the logarithmic trial function of width `L`. -/
theorem channelEnergy_logBump (l : ℕ) (c : ℝ) {L : ℝ} (hL : 0 < L) :
    channelEnergy l c (logBump L) =
      128 / 315 * L ^ 7 * (3 + 2 * (c + (2 * (l : ℝ) + 1) ^ 2 / 8) * L ^ 2) := by
  rw [channelEnergy_eq_square l c (isRadialTrial_logBump hL)]
  generalize c + (2 * (l : ℝ) + 1) ^ 2 / 8 = κ
  have hab : Real.exp (-L) < Real.exp L := Real.exp_lt_exp.2 (by linarith)
  have hpos : ∀ r ∈ uIcc (Real.exp (-L)) (Real.exp L), 0 < r := by
    intro r hr
    rw [uIcc_of_le hab.le] at hr
    exact lt_of_lt_of_le (Real.exp_pos _) hr.1
  have e1 : ∫ r in Ioi (0 : ℝ), ((deriv (logBump L) r - logBump L r / (2 * r)) ^ 2 / 2
      + κ * (logBump L r) ^ 2 / r ^ 2) = ∫ r in Ioi (0 : ℝ),
        (8 * Real.log r ^ 2 * (max (L ^ 2 - Real.log r ^ 2) 0) ^ 2
          + κ * (max (L ^ 2 - Real.log r ^ 2) 0) ^ 4) / r := by
    refine setIntegral_congr_fun measurableSet_Ioi (fun r hr => ?_)
    have hr' : 0 < r := hr
    have hs := Real.mul_self_sqrt hr'.le
    have hs0 := (Real.sqrt_pos.2 hr').ne'
    simp only [(hasDerivAt_logBump L hr').deriv, logBump]
    generalize max (L ^ 2 - Real.log r ^ 2) 0 = M
    generalize Real.log r = t
    generalize Real.sqrt r = s at hs hs0 ⊢
    subst hs
    field_simp
    ring
  -- inside the support the integrand is a polynomial in ln r, divided by r
  have e2 : ∫ r in (Real.exp (-L))..(Real.exp L),
      (8 * Real.log r ^ 2 * (max (L ^ 2 - Real.log r ^ 2) 0) ^ 2
        + κ * (max (L ^ 2 - Real.log r ^ 2) 0) ^ 4) / r =
      ∫ r in (Real.exp (-L))..(Real.exp L), (8 * Real.log r ^ 2 * (L ^ 2 - Real.log r ^ 2) ^ 2
        + κ * (L ^ 2 - Real.log r ^ 2) ^ 4) / r := by
    apply intervalIntegral.integral_congr
    intro r hr
    have hr0 := hpos r hr
    rw [uIcc_of_le hab.le] at hr
    have h := sq_le_sq' ((Real.le_log_iff_exp_le hr0).2 hr.1)
      ((Real.log_le_iff_le_exp hr0).2 hr.2)
    simp only [max_eq_left (sub_nonneg.2 h)]
  rw [e1, integral_halfline (Real.exp_pos _) hab _ (fun r hr hn => by
    simp [cutoff_eq_zero hL hr (fun h => hn (Ioo_subset_Icc_self h))]), e2,
    intervalIntegral.integral_eq_sub_of_hasDerivAt (f := fun x =>
      κ * L ^ 8 * Real.log x + (8 * L ^ 4 / 3 - 4 * κ * L ^ 6 / 3) * Real.log x ^ 3
      + (6 * κ * L ^ 4 / 5 - 16 * L ^ 2 / 5) * Real.log x ^ 5
      + (8 / 7 - 4 * κ * L ^ 2 / 7) * Real.log x ^ 7 + κ / 9 * Real.log x ^ 9)]
  · simp only [Real.log_exp]
    ring
  · intro r hr
    have hr0 : r ≠ 0 := (hpos r hr).ne'
    have h1 := Real.hasDerivAt_log hr0
    have h : ∀ n : ℕ, HasDerivAt (fun x => Real.log x ^ n)
        (n * Real.log r ^ (n - 1) * r⁻¹) r := fun n => h1.fun_pow n
    refine (((((h1.const_mul _).fun_add ((h 3).const_mul _)).fun_add
      ((h 5).const_mul _)).fun_add ((h 7).const_mul _)).fun_add
      ((h 9).const_mul _)).congr_deriv ?_
    simp only [Nat.cast_ofNat, Nat.reduceSub]
    field_simp
    ring
  · have hl : ContinuousOn Real.log (uIcc (Real.exp (-L)) (Real.exp L)) :=
      fun r hr => (Real.continuousAt_log (hpos r hr).ne').continuousWithinAt
    have hm := (continuousOn_const (c := L ^ 2)).sub (hl.pow 2)
    exact ((((continuousOn_const.mul (hl.pow 2)).mul (hm.pow 2)).add
      (continuousOn_const.mul (hm.pow 4))).div continuousOn_id
      (fun r hr => (hpos r hr).ne')).intervalIntegrable

/-- The logarithmic trial function has positive total probability. -/
lemma totalProbability_logBump_pos {L : ℝ} (hL : 0 < L) :
    0 < totalProbability (logBump L) := by
  have hab : Real.exp (-L) < Real.exp L := Real.exp_lt_exp.2 (by linarith)
  unfold totalProbability
  rw [integral_halfline (Real.exp_pos _) hab _ (fun r hr hn => by
    simp [logBump, cutoff_eq_zero hL hr (fun h => hn (Ioo_subset_Icc_self h))])]
  apply intervalIntegral.intervalIntegral_pos_of_pos_on _ _ hab
  · refine ContinuousOn.intervalIntegrable (ContinuousOn.pow (fun r hr => ?_) 2)
    rw [uIcc_of_le hab.le] at hr
    exact (hasDerivAt_logBump L
      (lt_of_lt_of_le (Real.exp_pos _) hr.1)).continuousAt.continuousWithinAt
  · intro r hr
    have hr0 : 0 < r := (Real.exp_pos _).trans hr.1
    have h := sq_lt_sq' ((Real.lt_log_iff_exp_lt hr0).2 hr.1)
      ((Real.log_lt_iff_lt_exp hr0).2 hr.2)
    have hm : 0 < max (L ^ 2 - Real.log r ^ 2) 0 := lt_max_of_lt_left (sub_pos.2 h)
    exact pow_pos (mul_pos (Real.sqrt_pos.2 hr0) (pow_pos hm 2)) 2

/-- For `c < -(2l+1)²/8` normalised radial trial functions reach energies below any bound. -/
theorem channelEnergy_unbounded_below (l : ℕ) {c : ℝ}
    (hc : c < -(2 * (l : ℝ) + 1) ^ 2 / 8) (M : ℝ) :
    ∃ u, IsRadialTrial u ∧ totalProbability u = 1 ∧ channelEnergy l c u < M := by
  have hk : c + (2 * (l : ℝ) + 1) ^ 2 / 8 < 0 := by linarith
  -- a wide enough logarithmic trial function has negative energy
  obtain ⟨v, hv, hP, hE⟩ : ∃ v, IsRadialTrial v ∧ 0 < totalProbability v ∧
      channelEnergy l c v < 0 := by
    have hq : 0 < -2 / (c + (2 * (l : ℝ) + 1) ^ 2 / 8) := div_pos_of_neg_of_neg (by norm_num) hk
    have hL := Real.sqrt_pos.2 hq
    refine ⟨_, isRadialTrial_logBump hL, totalProbability_logBump_pos hL, ?_⟩
    rw [channelEnergy_logBump l c hL, Real.sq_sqrt hq.le]
    refine mul_neg_of_pos_of_neg (by positivity) ?_
    have h := mul_div_cancel₀ (-2 : ℝ) hk.ne

    linarith
  -- rescaling it by a factor s multiplies the energy per unit total probability by s²
  have hq : 0 < -channelEnergy l c v / totalProbability v := div_pos (by linarith) hP
  obtain ⟨q, hqd⟩ : ∃ q, q = -channelEnergy l c v / totalProbability v := ⟨_, rfl⟩
  rw [← hqd] at hq
  obtain ⟨s, hsd⟩ : ∃ s, s = 1 + |M| / q := ⟨_, rfl⟩
  have hs1 : 1 ≤ s := by
    have : 0 ≤ |M| / q := by positivity
    linarith
  have hs : 0 < s := by linarith
  have hsq : s * q = q + |M| := by
    rw [hsd]
    field_simp
  obtain ⟨h1, h2, h3⟩ := rescale l c (Real.sqrt (s / totalProbability v)) hs hv
  have hA := Real.sq_sqrt (div_pos hs hP).le
  refine ⟨_, h1, ?_, ?_⟩
  · rw [h3, hA]
    field_simp
  · rw [h2, hA]
    have he : s / totalProbability v * s * channelEnergy l c v = -(s * (s * q)) := by
      rw [hqd]
      ring
    rw [he, hsq]
    nlinarith [neg_abs_le M, abs_nonneg M,
      mul_nonneg (sub_nonneg.2 hs1) (add_nonneg hq.le (abs_nonneg M))]

/-- The energies of normalised radial trial functions in channel `l` are bounded below
exactly when `c ≥ -(2l+1)²/8`. -/
theorem bounded_below_iff (l : ℕ) (c : ℝ) :
    (∃ M, ∀ u, IsRadialTrial u → totalProbability u = 1 → M ≤ channelEnergy l c u) ↔
      -(2 * (l : ℝ) + 1) ^ 2 / 8 ≤ c := by
  constructor
  · rintro ⟨M, hM⟩
    by_contra h
    obtain ⟨u, hu, hn, hE⟩ := channelEnergy_unbounded_below l (not_le.1 h) M
    exact absurd (hM u hu hn) (not_le.2 hE)
  · exact fun h => ⟨0, fun u hu _ => channelEnergy_nonneg l h hu⟩

end

end SemilocalInverseSquare
```

```lean
#print axioms SemilocalInverseSquare.bounded_below_iff
-- 'SemilocalInverseSquare.bounded_below_iff' depends on axioms: [propext, Classical.choice, Quot.sound]
```

## How the proof follows the calculation

`integral_halfline` reduces integrals to a finite interval. In `channelEnergy_eq_square`, `hFTC` is the vanishing boundary term, and `field_simp` and `ring` match the integrands. Nonnegativity then follows by `positivity`.

`hasDerivAt_posPart_sq` handles the cutoff: the squared positive part is differentiable even at zero. This gives the derivative of `logBump`, which is v, and its admissibility. `channelEnergy_logBump` evaluates the energy through an explicit antiderivative in ln r.

`rescale` proves the two scaling laws. Given a target M, `channelEnergy_unbounded_below` sets q = −E(v)/P(v) and s = 1 + |M|/q. The normalised energy is −s(q + |M|), which lies below M because s ≥ 1 and q > 0. `bounded_below_iff` combines the two cases.
